# An atom with r unit bonds spanning space has 2r − 3 independent angular constraints

## Bonds, velocities and rates

Let $d_0,\dots,d_{r-1}\in\mathbb R^3$ be the bond vectors from a central atom to its $r$ neighbours, and $v_j$ the velocity of $d_j$, that is, of neighbour $j$ relative to the centre. Cartesian components are numbered 0, 1, 2. The scalar product $d_j\cdot d_k$ changes at the rate

$$A_{jk}(v)=v_j\cdot d_k+v_k\cdot d_j .$$

For unit bonds, $v_j\cdot d_j$ is the rate of bond length $j$. If all lengths are held fixed, $A_{jk}$ is the rate of the bond-angle cosine. The number of independent angular constraints is the rank of $A$ on the length-preserving velocities.

In a covalent network model with stiff bonds and angles, and for an atom whose bonds span space, this rank is the angular term of Phillips–Thorpe counting for one atom, to first order in the displacements. Bond-stretching terms, the network average and the rigidity threshold are separate matters.

## The statement in words and in Lean

If the bonds span $\mathbb R^3$, all $A_{jk}(v)$ vanish, $j=k$ included, exactly when $v_j=w\times d_j$ for some angular velocity $w$. These velocities form a three-dimensional space. If the bonds are also unit vectors, the angular rank is $2r-3$.

Bonds and velocities have type `Fin r → Fin 3 → ℝ`. The maps `angleRate d` and `stretchRate d` give $A_{jk}(v)$ and $v_j\cdot d_j$; `rigidRotation d` sends $w$ to the family $w\times d_j$. Spanning is `hspan`, and unit length is `hunit`, used only for the dimension $2r$ of the length-preserving velocities and for the angular rank (nonzero bonds would suffice there). The kernel of `stretchRate d` holds the length-preserving velocities, and `finrank` of its image under `angleRate d` is the rank. The count reads rank `+ 3 = 2 * r` because subtraction of natural numbers truncates at zero.

## From constraints to an angular velocity

Since the bonds span, each axis is $e_a=\sum_j C_{aj}d_j$. Put $u_a=\sum_j C_{aj}v_j$. The constraints give

$$u_a\cdot d_k=\sum_j C_{aj}\,v_j\cdot d_k=-\sum_j C_{aj}\,v_k\cdot d_j=-(v_k)_a ,$$

and therefore

$$(u_a)_b=\sum_k C_{bk}\,u_a\cdot d_k=-\sum_k C_{bk}(v_k)_a=-(u_b)_a .$$

The array $u_{ab}=(u_a)_b$ is antisymmetric. With $w=(u_{12},u_{20},u_{01})$,

$$(v_k)_0=-u_0\cdot d_k=u_{20}(d_k)_2-u_{01}(d_k)_1=(w\times d_k)_0 ,$$

and the other components follow cyclically. Conversely, $(w\times d_j)\cdot d_k=-(w\times d_k)\cdot d_j$, so rotations satisfy every constraint.

## Counting

If $w\times d_j=0$ for all $j$, then $w\times x=0$ for every $x$, so $w=0$. Rotations thus contribute exactly three dimensions.

For unit bonds, $v_j=c_jd_j$ produces any prescribed length rates $c_j$. The length-preserving velocities therefore have dimension $3r-r=2r$. They contain the kernel of $A$, since $A_{jj}=2v_j\cdot d_j$. Rank–nullity gives $2r-3$.

## Three bonds, four bonds, and planar atoms

Spanning requires $r\ge3$, so the theorem does not cover two-fold atoms. Two non-collinear bonds have a single angle, which is one independent constraint and again equals $2r-3$. At $r=3$ the rank is 3, so all three angles are independent.

For four tetrahedral bonds, $(1,1,1)$, $(1,-1,-1)$, $(-1,1,-1)$ and $(-1,-1,1)$, each divided by $\sqrt3$, the count is $12-4-3=5$, although there are six angles. The missing one is visible by hand: $\sum_j d_j=0$, so at fixed lengths

$$\sum_{j<k}A_{jk}=\Big(\sum_j d_j\Big)\cdot\Big(\sum_k v_k\Big)=0 .$$

Three or more coplanar bonds behave differently: any velocities along the plane normal satisfy all constraints, and not all of these are rotations. In a T with $d_0=(1,0,0)$, $d_1=(0,1,0)$, $d_2=(-1,0,0)$, take $v_0=v_2=(0,0,1)$ and $v_1=0$. A rotation would require $v_2=-v_0$, so this is not one.

## The Lean file

```lean
import Mathlib

open Matrix Module

namespace AngularConstraintCounting

noncomputable section

variable {r : ℕ}

/-- The linear map from the velocities `v` of the bond vectors `d` to the rates of change
`v_j · d_k + v_k · d_j` of all their scalar products. -/
def angleRate (d : Fin r → Fin 3 → ℝ) :
    (Fin r → Fin 3 → ℝ) →ₗ[ℝ] (Fin r → Fin r → ℝ) where
  toFun v := fun j k => v j ⬝ᵥ d k + v k ⬝ᵥ d j
  map_add' v w := by
    ext j k
    simp only [Pi.add_apply, add_dotProduct]
    ring
  map_smul' c v := by
    ext j k
    simp only [Pi.smul_apply, smul_dotProduct, smul_eq_mul, RingHom.id_apply]
    ring

/-- The linear map from the velocities `v` of the bond vectors `d` to the scalar products
`v_j · d_j`, which for unit bond vectors are the rates of change of the bond lengths. -/
def stretchRate (d : Fin r → Fin 3 → ℝ) :
    (Fin r → Fin 3 → ℝ) →ₗ[ℝ] (Fin r → ℝ) where
  toFun v := fun j => v j ⬝ᵥ d j
  map_add' v w := by
    ext j
    simp only [Pi.add_apply, add_dotProduct]
  map_smul' c v := by
    ext j
    simp only [Pi.smul_apply, smul_dotProduct, RingHom.id_apply]

/-- The velocities `w × d_j` of the bond vectors in a rigid rotation with angular
velocity `w`. -/
def rigidRotation (d : Fin r → Fin 3 → ℝ) :
    (Fin 3 → ℝ) →ₗ[ℝ] (Fin r → Fin 3 → ℝ) where
  toFun w := fun j => crossProduct w (d j)
  map_add' v w := by
    ext j : 1
    simp only [map_add, LinearMap.add_apply, Pi.add_apply]
  map_smul' c v := by
    ext j : 1
    simp only [map_smul, LinearMap.smul_apply, Pi.smul_apply, RingHom.id_apply]

/-- When the bond vectors `u` move with velocities `v`, the scalar product of bonds `j` and `k`
changes at the rate given by `angleRate`. -/
theorem hasDerivAt_bond_dot (u : ℝ → Fin r → Fin 3 → ℝ) (v : Fin r → Fin 3 → ℝ) (t : ℝ)
    (hu : HasDerivAt u v t) (j k : Fin r) :
    HasDerivAt (fun s => u s j ⬝ᵥ u s k) (angleRate (u t) v j k) t := by
  have h : ∀ i a, HasDerivAt (fun s => u s i a) (v i a) t :=
    fun i a => hasDerivAt_pi.1 (hasDerivAt_pi.1 hu i) a
  simp only [dotProduct, Fin.sum_univ_three]
  refine ((((h j 0).fun_mul (h k 0)).fun_add ((h j 1).fun_mul (h k 1))).fun_add
    ((h j 2).fun_mul (h k 2))).congr_deriv ?_
  change _ = v j ⬝ᵥ u t k + v k ⬝ᵥ u t j
  simp only [dotProduct, Fin.sum_univ_three]
  ring

/-- The scalar product of a linear combination of vectors with `y` is the same combination of
the scalar products. -/
theorem sum_smul_dot (c : Fin r → ℝ) (x : Fin r → Fin 3 → ℝ) (y : Fin 3 → ℝ) :
    (∑ j, c j • x j) ⬝ᵥ y = ∑ j, c j * (x j ⬝ᵥ y) := by
  simp only [dotProduct, Fin.sum_univ_three, Finset.sum_apply, Pi.smul_apply, smul_eq_mul,
    Finset.sum_mul, ← Finset.sum_add_distrib]
  exact Finset.sum_congr rfl fun j _ => by ring

/-- If the bond vectors span space, the velocities that preserve all their scalar products to
first order are exactly the rigid rotations `v_j = w × d_j`. -/
theorem preserves_angles_iff_rotation (d : Fin r → Fin 3 → ℝ)
    (hspan : Submodule.span ℝ (Set.range d) = ⊤) (v : Fin r → Fin 3 → ℝ) :
    (∀ j k, v j ⬝ᵥ d k + v k ⬝ᵥ d j = 0) ↔ ∃ w, ∀ j, v j = crossProduct w (d j) := by
  constructor
  · intro h
    -- expand the Cartesian axes in the bond vectors
    have hc : ∀ a : Fin 3, ∃ c : Fin r → ℝ, ∑ j, c j • d j = Pi.single a 1 := fun a =>
      (Submodule.mem_span_range_iff_exists_fun ℝ).1 (by rw [hspan]; exact Submodule.mem_top)
    choose C hC using hc
    -- the velocities of the axes
    obtain ⟨u, hu⟩ : ∃ u : Fin 3 → Fin 3 → ℝ, ∀ a, u a = ∑ j, C a j • v j :=
      ⟨_, fun _ => rfl⟩
    have h1 : ∀ a k, u a ⬝ᵥ d k = -v k a := by
      intro a k
      have e : v k a = ∑ j, C a j * (d j ⬝ᵥ v k) := by
        rw [← sum_smul_dot, hC]; simp
      rw [hu, sum_smul_dot, e, ← Finset.sum_neg_distrib]
      refine Finset.sum_congr rfl fun j _ => ?_
      rw [dotProduct_comm (d j) (v k)]
      linear_combination C a j * h j k
    -- they form an antisymmetric array
    have h2 : ∀ a b, u a b = -u b a := by
      intro a b
      have e : u a b = ∑ k, C b k * (d k ⬝ᵥ u a) := by
        rw [← sum_smul_dot, hC]; simp
      have e' : u b a = ∑ k, C b k * v k a := by
        rw [hu]; simp [Finset.sum_apply]
      rw [e, e', ← Finset.sum_neg_distrib]
      refine Finset.sum_congr rfl fun k _ => ?_
      rw [dotProduct_comm (d k) (u a), h1]
      ring
    refine ⟨![u 1 2, u 2 0, u 0 1], fun k => ?_⟩
    have k0 := h1 0 k
    have k1 := h1 1 k
    have k2 := h1 2 k
    simp only [dotProduct, Fin.sum_univ_three] at k0 k1 k2
    rw [cross_apply]
    ext a
    fin_cases a
    · change v k 0 = u 2 0 * d k 2 - u 0 1 * d k 1
      linear_combination k0 - d k 0 / 2 * h2 0 0 - d k 2 * h2 0 2
    · change v k 1 = u 0 1 * d k 0 - u 1 2 * d k 2
      linear_combination k1 - d k 1 / 2 * h2 1 1 - d k 0 * h2 0 1
    · change v k 2 = u 1 2 * d k 1 - u 2 0 * d k 0
      linear_combination k2 - d k 2 / 2 * h2 2 2 - d k 1 * h2 1 2
  · rintro ⟨w, hw⟩ j k
    rw [hw j, hw k]
    simp [cross_apply, dotProduct, Fin.sum_univ_three]
    ring

/-- If the bond vectors span space, different angular velocities give different velocities of
the bonds. -/
theorem rigidRotation_injective (d : Fin r → Fin 3 → ℝ)
    (hspan : Submodule.span ℝ (Set.range d) = ⊤) : Function.Injective (rigidRotation d) := by
  refine (injective_iff_map_eq_zero _).2 fun w hw => ?_
  have hle : Submodule.span ℝ (Set.range d) ≤ LinearMap.ker (crossProduct w) := by
    refine Submodule.span_le.2 ?_
    rintro _ ⟨j, rfl⟩
    exact LinearMap.mem_ker.2 (congrFun hw j)
  rw [hspan] at hle
  have hx : ∀ x, crossProduct w x = 0 := fun x => LinearMap.mem_ker.1 (hle Submodule.mem_top)
  -- test on two Cartesian axes
  have a := congrFun (hx ![1, 0, 0]) 1
  have b := congrFun (hx ![1, 0, 0]) 2
  have c := congrFun (hx ![0, 1, 0]) 2
  simp [cross_apply] at a b c
  ext i
  fin_cases i <;> simp [a, b, c]

/-- If the bond vectors span space, the velocities that preserve all their scalar products form
a three-dimensional space. -/
theorem finrank_ker_angleRate (d : Fin r → Fin 3 → ℝ)
    (hspan : Submodule.span ℝ (Set.range d) = ⊤) :
    finrank ℝ (LinearMap.ker (angleRate d)) = 3 := by
  have hker : LinearMap.ker (angleRate d) = LinearMap.range (rigidRotation d) := by
    ext v
    rw [LinearMap.mem_ker, LinearMap.mem_range]
    constructor
    · intro h
      obtain ⟨w, hw⟩ := (preserves_angles_iff_rotation d hspan v).1
        (fun j k => congrFun (congrFun h j) k)
      exact ⟨w, (funext hw).symm⟩
    · rintro ⟨w, rfl⟩
      funext j k
      exact (preserves_angles_iff_rotation d hspan _).2 ⟨w, fun _ => rfl⟩ j k
  rw [hker, LinearMap.finrank_range_of_inj (rigidRotation_injective d hspan)]
  simp

/-- The velocities that keep the lengths of `r` unit bond vectors form a space of
dimension `2r`. -/
theorem finrank_ker_stretchRate (d : Fin r → Fin 3 → ℝ) (hunit : ∀ j, d j ⬝ᵥ d j = 1) :
    finrank ℝ (LinearMap.ker (stretchRate d)) = 2 * r := by
  have hsurj : LinearMap.range (stretchRate d) = ⊤ := by
    refine LinearMap.range_eq_top.2 fun c => ⟨fun j => c j • d j, ?_⟩
    ext j
    change (c j • d j) ⬝ᵥ d j = c j
    rw [smul_dotProduct, hunit j, smul_eq_mul, mul_one]
  have rn := LinearMap.finrank_range_add_finrank_ker (stretchRate d)
  have e1 : finrank ℝ (Fin r → Fin 3 → ℝ) = r * 3 := by simp [Module.finrank_pi_fintype]
  have e2 : finrank ℝ (Fin r → ℝ) = r := by simp
  rw [hsurj, finrank_top, e1, e2] at rn
  omega

/-- Phillips-Thorpe angular count: for `r` unit bond vectors that span space, the rates of the
bond angle cosines at fixed bond lengths have rank `2r - 3`. -/
theorem angular_constraint_count (d : Fin r → Fin 3 → ℝ) (hunit : ∀ j, d j ⬝ᵥ d j = 1)
    (hspan : Submodule.span ℝ (Set.range d) = ⊤) :
    finrank ℝ ((LinearMap.ker (stretchRate d)).map (angleRate d)) + 3 = 2 * r := by
  -- preserving all scalar products includes preserving the lengths
  have hle : LinearMap.ker (angleRate d) ≤ LinearMap.ker (stretchRate d) := by
    intro v hv
    refine LinearMap.mem_ker.2 (funext fun j => ?_)
    have h := congrFun (congrFun (LinearMap.mem_ker.1 hv) j) j
    change v j ⬝ᵥ d j + v j ⬝ᵥ d j = 0 at h
    change v j ⬝ᵥ d j = 0
    linarith
  -- rank-nullity on the length-preserving velocities
  have rn := LinearMap.finrank_range_add_finrank_ker
    ((angleRate d) ∘ₗ (LinearMap.ker (stretchRate d)).subtype)
  rw [LinearMap.range_comp, Submodule.range_subtype, LinearMap.ker_comp,
    LinearEquiv.finrank_eq (Submodule.comapSubtypeEquivOfLe hle),
    finrank_ker_angleRate d hspan, finrank_ker_stretchRate d hunit] at rn
  exact rn

/-- If all bonds are perpendicular to `n`, then arbitrary velocities `c_j n` along `n` preserve
all scalar products of the bonds to first order. -/
theorem coplanar_flex (d : Fin r → Fin 3 → ℝ) (n : Fin 3 → ℝ) (hn : ∀ j, n ⬝ᵥ d j = 0)
    (c : Fin r → ℝ) : angleRate d (fun j => c j • n) = 0 := by
  funext j k
  change (c j • n) ⬝ᵥ d k + (c k • n) ⬝ᵥ d j = 0
  rw [smul_dotProduct, smul_dotProduct, hn, hn, smul_zero, smul_zero, add_zero]

/-- Three coplanar unit bonds in the shape of a T. -/
def tBonds : Fin 3 → Fin 3 → ℝ := ![![1, 0, 0], ![0, 1, 0], ![-1, 0, 0]]

/-- In the T-shaped atom, moving the two opposite bonds out of the plane to the same side
preserves all scalar products to first order and is not a rigid rotation. -/
theorem tBonds_flex_not_rotation :
    angleRate tBonds (fun j => (![1, 0, 1] : Fin 3 → ℝ) j • ![0, 0, 1]) = 0 ∧
    ¬ ∃ w, ∀ j, (![1, 0, 1] : Fin 3 → ℝ) j • (![0, 0, 1] : Fin 3 → ℝ)
      = crossProduct w (tBonds j) := by
  constructor
  · refine coplanar_flex tBonds _ (fun j => ?_) _
    fin_cases j <;> simp [tBonds, dotProduct, Fin.sum_univ_three]
  · rintro ⟨w, hw⟩
    -- the two opposite bonds demand opposite signs of the same component of w
    have a := congrFun (hw 0) 2
    have b := congrFun (hw 2) 2
    simp [tBonds, cross_apply] at a b
    linarith

end

end AngularConstraintCounting
```

```lean
#print axioms AngularConstraintCounting.hasDerivAt_bond_dot
#print axioms AngularConstraintCounting.angular_constraint_count
#print axioms AngularConstraintCounting.tBonds_flex_not_rotation
```

```
'AngularConstraintCounting.hasDerivAt_bond_dot' depends on axioms: [propext, Classical.choice, Quot.sound]
'AngularConstraintCounting.angular_constraint_count' depends on axioms: [propext, Classical.choice, Quot.sound]
'AngularConstraintCounting.tBonds_flex_not_rotation' depends on axioms: [propext, Classical.choice, Quot.sound]
```

## How the code follows the derivation

`hasDerivAt_bond_dot` applies the product rule to differentiable bond paths, which justifies `angleRate`.

In `preserves_angles_iff_rotation`, `choose` extracts the coefficients $C_{aj}$. The steps `h1` and `h2` are the two displayed identities for $u_a$, with `sum_smul_dot` moving scalar products through the sums. The `linear_combination` calls then check the components of $w\times d_k$; their halved terms remove the diagonal entries, which antisymmetry makes zero.

`rigidRotation_injective` extends $w\times d_j=0$ to the whole span and tests two axes. `finrank_ker_angleRate` identifies the kernel with the range of this injective map, and `finrank_ker_stretchRate` proves surjectivity and subtracts dimensions.

In `angular_constraint_count`, `hle` is the inclusion of kernels, and rank–nullity is applied to `angleRate d` restricted to the length-preserving velocities. `coplanar_flex` and `tBonds_flex_not_rotation` establish the planar motions; the latter compares component 2 for the opposite bonds.
